# Small, continuous, mirror-symmetric errors do not remove a crossing of bands of opposite parity

Two bands of opposite mirror parity cross at the wave number c, on a line in k-space. Suppose that on a segment around c their energy difference f grows at least at a rate s > 0, and that a continuous approximation g, which keeps the mirror symmetry, differs from f by at most e there. If the segment contains all points within e/s of c, the approximate bands still meet on it, and only within e/s of c. Under these conditions, an error bar on the energy difference thus becomes one on the position of the crossing.

```lean
import Mathlib

open Set

namespace BandCrossing

noncomputable section

/-- On the set `S` of wave numbers, the energy difference `f` of two bands grows at least
at the rate `s`. -/
def SeparatesAtRate (f : ℝ → ℝ) (s : ℝ) (S : Set ℝ) : Prop :=
  ∀ x ∈ S, ∀ y ∈ S, x < y → s * (y - x) ≤ f y - f x
```

`SeparatesAtRate f s S` says that for all x < y in the set S of wave numbers

f(y) − f(x) ≥ s(y − x).

For smooth bands on an interval, s is a lower bound on the difference of their slopes, that is, on ħ times their relative group velocity. The function f need not be continuous.

```lean
/-- The mirror operation in the basis of one even and one odd band. -/
def mirror : Matrix (Fin 2) (Fin 2) ℂ := !![1, 0; 0, -1]
```

The mirror is diag(1, −1). Lean counts from 0, so index 0 is the even band and index 1 the odd one.

```lean
/-- A two-band Hamiltonian is degenerate if it is a real energy times the identity. -/
def IsDegenerate (H : Matrix (Fin 2) (Fin 2) ℂ) : Prop :=
  ∃ E : ℝ, H = (E : ℂ) • (1 : Matrix (Fin 2) (Fin 2) ℂ)
```

Degeneracy means H = E·1 with E real. For a Hermitian 2×2 matrix, this says that the two eigenvalues coincide.

```lean
/-- If the energy difference grows at least at the rate `s` and vanishes at `c`, then at `k`
its size is at least `s` times the distance from `k` to `c`. -/
theorem gap_lower_bound {f : ℝ → ℝ} {s c k : ℝ} {S : Set ℝ}
    (hf : SeparatesAtRate f s S) (hc : c ∈ S) (h0 : f c = 0) (hk : k ∈ S) :
    s * |k - c| ≤ |f k| := by
  rcases lt_trichotomy k c with h | h | h
  · have h1 := hf k hk c hc h
    have h2 := neg_le_abs (f k)
    rw [abs_of_neg (sub_neg.2 h)]
    linarith
  · subst h
    simp
  · have h1 := hf c hc k hk h
    have h2 := le_abs_self (f k)
    rw [abs_of_pos (sub_pos.2 h)]
    linarith
```

The claim is s|k − c| ≤ |f(k)|. Since f(c) = 0, the rate condition gives

- for k < c: −f(k) = f(c) − f(k) ≥ s(c − k),
- for k > c: f(k) = f(k) − f(c) ≥ s(k − c).

At k = c both sides vanish. `lt_trichotomy` splits the proof into these three cases, and `linarith` combines the linear inequalities.

```lean
/-- Let the exact energy difference `f` grow at least at the rate `s > 0` on `S` and vanish
at `c`, and let `g` be continuous on `S` and differ from `f` by at most `e` there. If `S`
contains the window of half-width `e / s` about `c`, then `g` has a zero in the window, and
every zero of `g` in `S` lies within `e / s` of `c`. -/
theorem crossing_persists {f g : ℝ → ℝ} {s c e : ℝ} {S : Set ℝ}
    (hs : 0 < s) (he : 0 ≤ e) (hf : SeparatesAtRate f s S) (h0 : f c = 0)
    (hS : Icc (c - e / s) (c + e / s) ⊆ S) (hg : ContinuousOn g S)
    (hgf : ∀ k ∈ S, |g k - f k| ≤ e) :
    (∃ k ∈ Icc (c - e / s) (c + e / s), g k = 0) ∧
      ∀ k ∈ S, g k = 0 → |k - c| ≤ e / s := by
  have hr : 0 ≤ e / s := div_nonneg he hs.le
  have hse : s * (e / s) = e := by
    have hs0 : s ≠ 0 := hs.ne'
    field_simp
  have hc : c ∈ S := hS ⟨by linarith, by linarith⟩
  have hL : c - e / s ∈ S := hS ⟨le_refl _, by linarith⟩
  have hR : c + e / s ∈ S := hS ⟨by linarith, le_refl _⟩
  have mono : ∀ x ∈ S, ∀ y ∈ S, x ≤ y → s * (y - x) ≤ f y - f x := by
    intro x hx y hy hxy
    rcases hxy.eq_or_lt with h | h
    · subst h
      simp
    · exact hf x hx y hy h
  constructor
  · -- at the ends of the window the exact difference has at least the size `e`
    have h1 := mono _ hL c hc (by linarith)
    have h2 := mono c hc _ hR (by linarith)
    rw [sub_sub_cancel, hse, h0] at h1
    rw [add_sub_cancel_left, hse, h0] at h2
    have h3 := abs_le.1 (hgf _ hL)
    have h4 := abs_le.1 (hgf _ hR)
    have hab : c - e / s ≤ c + e / s := by linarith
    obtain ⟨k, hk, hk0⟩ := intermediate_value_Icc hab (hg.mono hS)
      (show (0 : ℝ) ∈ Icc (g (c - e / s)) (g (c + e / s)) from
        ⟨by linarith [h3.2], by linarith [h4.1]⟩)
    exact ⟨k, hk, hk0⟩
  · -- at a zero of `g` the exact difference is at most `e`
    intro k hk hk0
    have h1 := gap_lower_bound hf hc h0 hk
    have h2 := hgf k hk
    rw [hk0, zero_sub, abs_neg] at h2
    rw [le_div_iff₀ hs]
    linarith
```

`Icc a b` is the closed interval [a, b]. The set S must contain the window [c − r, c + r] with r = e/s, so S may be a segment of the Brillouin zone. At the ends of the window the rate condition gives

f(c − r) ≤ −sr = −e and f(c + r) ≥ sr = e.

As g differs from f by at most e,

g(c − r) ≤ f(c − r) + e ≤ 0 ≤ f(c + r) − e ≤ g(c + r),

and the intermediate value theorem gives a zero. The auxiliary `mono` extends the rate condition to x = y, which admits e = 0. For the second claim, let g(k) = 0. Then

s|k − c| ≤ |f(k)| = |g(k) − f(k)| ≤ e,

and division by s finishes the proof.

Mathlib states the intermediate value theorem, `intermediate_value_Icc`, as an inclusion of sets: every value between g(a) and g(b) belongs to the image of [a, b] under g. Given a proof that 0 is such a value, it returns membership in the image, which `obtain` unpacks into a point k, its place in the window and the equation g(k) = 0.

Continuity at all but one point is not enough. Take f(k) = k and e > 0, and let g(k) = k − e for k < 0 and g(k) = k + e for k ≥ 0. The error is exactly e everywhere, yet g has no zero.

```lean
/-- On the whole line: if `f` vanishes at `c` and grows at least at the rate `s > 0`, every
continuous `g` within `e` of `f` has a zero, and all its zeros lie within `e / s` of `c`. -/
theorem crossing_persists_line {f g : ℝ → ℝ} {s c e : ℝ}
    (hs : 0 < s) (hf : SeparatesAtRate f s univ) (h0 : f c = 0)
    (hg : Continuous g) (hgf : ∀ k, |g k - f k| ≤ e) :
    (∃ k, g k = 0) ∧ ∀ k, g k = 0 → |k - c| ≤ e / s := by
  have he : 0 ≤ e := (abs_nonneg _).trans (hgf c)
  obtain ⟨⟨k, _, hk⟩, h⟩ := crossing_persists hs he hf h0 (subset_univ _)
    hg.continuousOn (fun k _ => hgf k)
  exact ⟨⟨k, hk⟩, fun k hk => h k (mem_univ k) hk⟩
```

Here S is the whole line, `univ`. The condition e ≥ 0 now follows from 0 ≤ |g(c) − f(c)| ≤ e.

```lean
/-- The bound is attained: for `s > 0` and `e ≥ 0`, lowering the linear energy difference
`s (k - c)` by `e` is an error of size at most `e` and puts the only zero at `c + e / s`. -/
theorem shift_bound_sharp {s e : ℝ} (c : ℝ) (hs : 0 < s) (he : 0 ≤ e) :
    SeparatesAtRate (fun k => s * (k - c)) s univ ∧
      (∀ k : ℝ, |(s * (k - c) - e) - s * (k - c)| ≤ e) ∧
      ∀ k : ℝ, s * (k - c) - e = 0 ↔ k = c + e / s := by
  refine ⟨?_, ?_, ?_⟩
  · intro x _ y _ _
    show s * (y - x) ≤ s * (y - c) - s * (x - c)
    linarith
  · intro k
    have h : (s * (k - c) - e) - s * (k - c) = -e := by ring
    rw [h, abs_neg, abs_of_nonneg he]
  · intro k
    have hk : k = c + e / s ↔ k - c = e / s :=
      ⟨fun h => by linarith, fun h => by linarith⟩
    rw [hk, eq_div_iff hs.ne']
    constructor <;> intro h <;> linarith
```

For f(k) = s(k − c) and g = f − e, the only zero of g is c + e/s, so the bound is attained.

```lean
/-- A Hamiltonian that commutes with the mirror does not couple the even and the odd band. -/
theorem mirror_forbids_coupling {H : Matrix (Fin 2) (Fin 2) ℂ}
    (h : H * mirror = mirror * H) : H 0 1 = 0 ∧ H 1 0 = 0 := by
  have a : -(H 0 1) = H 0 1 := by
    simpa [mirror, Matrix.mul_apply, Fin.sum_univ_two] using congrFun (congrFun h 0) 1
  have b : H 1 0 = -(H 1 0) := by
    simpa [mirror, Matrix.mul_apply, Fin.sum_univ_two] using congrFun (congrFun h 1) 0
  exact ⟨by linear_combination (-1 / 2) * a, by linear_combination (1 / 2) * b⟩
```

The (0, 1) entry of H·mirror = mirror·H reads −H₀₁ = H₀₁, and the (1, 0) entry reads H₁₀ = −H₁₀. Both couplings vanish. Applying `congrFun` twice extracts an entry from the matrix equation.

```lean
/-- A Hermitian two-band Hamiltonian that commutes with the mirror is degenerate exactly when
its two diagonal energies agree. -/
theorem degenerate_iff {H : Matrix (Fin 2) (Fin 2) ℂ} (hH : H.IsHermitian)
    (hM : H * mirror = mirror * H) : IsDegenerate H ↔ (H 0 0).re = (H 1 1).re := by
  obtain ⟨h01, h10⟩ := mirror_forbids_coupling hM
  have i0 : (H 0 0).im = 0 := Complex.conj_eq_iff_im.1 (hH.apply 0 0)
  have i1 : (H 1 1).im = 0 := Complex.conj_eq_iff_im.1 (hH.apply 1 1)
  have key : ∀ E : ℝ, H 0 0 = E → H 1 1 = E →
      H = (E : ℂ) • (1 : Matrix (Fin 2) (Fin 2) ℂ) := by
    intro E h0 h1
    ext i j
    fin_cases i <;> fin_cases j <;> simp [h0, h1, h01, h10]
  constructor
  · rintro ⟨E, hE⟩
    rw [hE]
    simp
  · intro h
    exact ⟨(H 0 0).re, key _ (Complex.ext (by simp) (by simp [i0]))
      (Complex.ext (by simp [h]) (by simp [i1]))⟩
```

H is now diagonal, and Hermiticity makes H₀₀ and H₁₁ real. Hence H = E·1 holds for some real E exactly when they agree; `.re` takes the real part.

```lean
/-- Let bands `E₁`, `E₂` cross at `c`, with `E₁ - E₂` growing at least at the rate `s > 0` on the
whole line. A continuous Hermitian `H k` that commutes with the mirror and has diagonal energies
within `δ₁`, `δ₂` of these bands is degenerate somewhere, and only within `(δ₁ + δ₂) / s` of `c`. -/
theorem symmetric_crossing_persists {E₁ E₂ : ℝ → ℝ} {s c δ₁ δ₂ : ℝ}
    {H : ℝ → Matrix (Fin 2) (Fin 2) ℂ} (hs : 0 < s)
    (hE : SeparatesAtRate (fun k => E₁ k - E₂ k) s univ) (hc : E₁ c = E₂ c)
    (hcont : Continuous H) (hH : ∀ k, (H k).IsHermitian)
    (hM : ∀ k, H k * mirror = mirror * H k)
    (h₁ : ∀ k, |(H k 0 0).re - E₁ k| ≤ δ₁) (h₂ : ∀ k, |(H k 1 1).re - E₂ k| ≤ δ₂) :
    (∃ k, IsDegenerate (H k)) ∧
      ∀ k, IsDegenerate (H k) → |k - c| ≤ (δ₁ + δ₂) / s := by
  have hg : Continuous (fun k => (H k 0 0).re - (H k 1 1).re) :=
    (Complex.continuous_re.comp (hcont.matrix_elem 0 0)).sub
      (Complex.continuous_re.comp (hcont.matrix_elem 1 1))
  -- the error bounds of the two bands add up to one for the energy difference
  have herr : ∀ k, |((H k 0 0).re - (H k 1 1).re) - (E₁ k - E₂ k)| ≤ δ₁ + δ₂ := by
    intro k
    have a := abs_le.1 (h₁ k)
    have b := abs_le.1 (h₂ k)
    exact abs_le.2 ⟨by linarith [a.1, b.2], by linarith [a.2, b.1]⟩
  obtain ⟨⟨k, hk⟩, h⟩ := crossing_persists_line hs hE (sub_eq_zero.2 hc) hg herr
  exact ⟨⟨k, (degenerate_iff (hH k) (hM k)).2 (sub_eq_zero.1 hk)⟩,
    fun k hk => h k (sub_eq_zero.2 ((degenerate_iff (hH k) (hM k)).1 hk))⟩
```

The exact bands E₁ and E₂ belong to indices 0 and 1. With f = E₁ − E₂ and g = Re H₀₀ − Re H₁₁,

|g − f| ≤ |Re H₀₀ − E₁| + |Re H₁₁ − E₂| ≤ δ₁ + δ₂.

The whole-line theorem gives the zeros of g, and `degenerate_iff` turns them into degeneracies. The theorem asks for growth on the whole line, as in a linear model of the bands near c. The energy difference of two crystal bands is bounded, so it can meet the growth condition only on a bounded set, such as a segment around c. If that segment contains the window, `crossing_persists` applies there to the same f and g. Reducing a crystal's many-band Hamiltonian to a 2×2 block on such a segment, with known s, δ₁ and δ₂, remains a separate task.

```lean
/-- Two linear bands `k` and `-k`, the first raised by an error `δ`. -/
def shiftedCrossing (δ k : ℝ) : Matrix (Fin 2) (Fin 2) ℂ :=
  !![(k : ℂ) + (δ : ℂ), 0; 0, -(k : ℂ)]
```

The bands are k + δ and −k.

```lean
/-- The shifted linear crossing is continuous, Hermitian and mirror symmetric, and its diagonal
energies lie within `|δ|` and `0` of the bands `k` and `-k`, which separate at the rate `2`. -/
theorem symmetric_crossing_persists_witness (δ : ℝ) :
    SeparatesAtRate (fun k => k - -k) 2 univ ∧ Continuous (shiftedCrossing δ) ∧
      (∀ k, (shiftedCrossing δ k).IsHermitian) ∧
      (∀ k, shiftedCrossing δ k * mirror = mirror * shiftedCrossing δ k) ∧
      (∀ k, |(shiftedCrossing δ k 0 0).re - k| ≤ |δ|) ∧
      ∀ k, |(shiftedCrossing δ k 1 1).re - -k| ≤ 0 := by
  refine ⟨?_, ?_, ?_, ?_, ?_, ?_⟩
  · intro x _ y _ _
    show 2 * (y - x) ≤ (y - -y) - (x - -x)
    linarith
  · refine continuous_matrix fun i j => ?_
    fin_cases i <;> fin_cases j <;> simp [shiftedCrossing] <;> fun_prop
  · intro k
    refine Matrix.IsHermitian.ext fun i j => ?_
    fin_cases i <;> fin_cases j <;> simp [shiftedCrossing]
  · intro k
    ext i j
    fin_cases i <;> fin_cases j <;>
      simp [shiftedCrossing, mirror, Matrix.mul_apply, Fin.sum_univ_two]
  · intro k
    simp [shiftedCrossing]
  · intro k
    simp [shiftedCrossing]
```

For every real δ this example meets the conditions of the preceding theorem, with c = 0, s = 2, δ₁ = |δ| and δ₂ = 0. Solving k + δ = −k puts the crossing at −δ/2, at the edge of the allowed window.

```lean
/-- A nonzero coupling `v` between two bands of energies `a` and `b` excludes degeneracy. -/
theorem coupling_removes_crossing (a b : ℝ) {v : ℂ} (hv : v ≠ 0) :
    ¬ IsDegenerate !![(a : ℂ), v; star v, (b : ℂ)] := by
  rintro ⟨E, hE⟩
  apply hv
  simpa using congrFun (congrFun hE 0) 1

end

end BandCrossing
```

The (0, 1) entry of E·1 is 0, so degeneracy would force v = 0. Without the mirror condition the crossing can therefore disappear: bands k and −k with a constant coupling v ≠ 0 are degenerate at no k.

```lean
#print axioms BandCrossing.shift_bound_sharp
-- 'BandCrossing.shift_bound_sharp' depends on axioms: [propext, Classical.choice, Quot.sound]
#print axioms BandCrossing.symmetric_crossing_persists
-- 'BandCrossing.symmetric_crossing_persists' depends on axioms: [propext, Classical.choice, Quot.sound]
#print axioms BandCrossing.coupling_removes_crossing
-- 'BandCrossing.coupling_removes_crossing' depends on axioms: [propext, Classical.choice, Quot.sound]
```
